# One linearization energy minimizes the quartic error of a finite band with positive partial charges

Setting up an LAPW calculation includes choosing a linearization energy \(E\) for each atom and each angular momentum. Inside the atomic sphere, the radial functions at all band energies are then built from the solution at \(E\) and its energy derivative. A natural choice is the band centre, the charge-weighted mean of the levels. If the error is modelled as quartic in the distance from \(E\), with fixed levels and charges in a single channel, there is exactly one best energy. It lies within the band and in general differs from the band centre.

## An error quartic in the distance from \(E\)

Let the levels be \(\varepsilon_i\), with \(i\) running over a finite set, and let \(q_i\) be the partial charge of level \(i\) in the chosen channel. Linearization leaves an error of order \((\varepsilon_i-E)^2\) in the radial function, and hence, by the variational principle, one of order \((\varepsilon_i-E)^4\) in the energy. The model keeps this leading term, gives all levels the same positive prefactor and drops it:

\[
F(E)=\sum_i q_i(\varepsilon_i-E)^4,\qquad G(E)=\sum_i q_i(\varepsilon_i-E)^3 .
\]

This form is assumed, not derived from the radial equation. It leaves out higher orders, any dependence of the prefactor on the level, and the response of levels and charges to a change of \(E\).

```lean
import Mathlib

open Finset

namespace LinearizationEnergy

noncomputable section

variable {ι : Type*} [Fintype ι]
```

The finite type `ι` labels the levels, for instance by band and k-point, with any k-point weight absorbed in the charge. Levels and charges are real functions `ε` and `q` on it, in any units; levels may coincide and need no ordering. `linError` is \(F\) and `cubicMoment` is \(G\).

```lean
/-- The quartic linearization error of levels `ε i` with partial charges `q i`, for the
linearization energy `E` and with a common prefactor dropped. -/
def linError (q ε : ι → ℝ) (E : ℝ) : ℝ := ∑ i, q i * (ε i - E) ^ 4

/-- The charge-weighted third moment of the levels about the energy `E`. -/
def cubicMoment (q ε : ι → ℝ) (E : ℝ) : ℝ := ∑ i, q i * (ε i - E) ^ 3
```

The band centre is \(\sum_i q_i\varepsilon_i/\sum_i q_i\), and the two ends of the band are the minimum and maximum of the levels.

```lean
/-- The band centre: the charge-weighted mean of the levels. -/
def bandCentre (q ε : ι → ℝ) : ℝ := (∑ i, q i * ε i) / ∑ i, q i

/-- The lowest level. -/
def bandBottom [Nonempty ι] (ε : ι → ℝ) : ℝ := univ.inf' univ_nonempty ε

/-- The highest level. -/
def bandTop [Nonempty ι] (ε : ι → ℝ) : ℝ := univ.sup' univ_nonempty ε
```

Differentiating term by term gives

\[
F'(E)=-4\sum_i q_i(\varepsilon_i-E)^3=-4\,G(E),
\]

with no condition on the charges. The Lean proof does the same, applying the chain rule to each level and then summing. With a quadratic error in place of the quartic one, the derivative would be proportional to the first moment, whose zero is the band centre.

```lean
/-- The derivative of the linearization error with respect to the linearization energy is
minus four times the cubic moment. -/
theorem hasDerivAt_linError (q ε : ι → ℝ) (E : ℝ) :
    HasDerivAt (linError q ε) (-4 * cubicMoment q ε E) E := by
  have h : ∀ i ∈ (univ : Finset ι), HasDerivAt (fun x : ℝ => q i * (ε i - x) ^ 4)
      (q i * (4 * (ε i - E) ^ 3 * (-1))) E := by
    intro i _
    have h1 : HasDerivAt (fun x : ℝ => ε i - x) (-1) E :=
      (hasDerivAt_id' E).const_sub (ε i)
    exact ((h1.fun_pow 4).const_mul (q i)).congr_deriv (by norm_num)
  refine (HasDerivAt.fun_sum h).congr_deriv ?_
  unfold cubicMoment
  rw [Finset.mul_sum]
  exact Finset.sum_congr rfl (fun i _ => by ring)
```

## Charges that are not negative

A partial charge is the weight of a state in one channel of one sphere, so it cannot be negative. By hand, this is what turns a stationary point into a global minimum. Write \(x=\varepsilon_i-E\) and \(d=E'-E\), so that \(\varepsilon_i-E'=x-d\). Expanding the fourth power and completing the square gives

\[
(x-d)^4-x^4+4x^3d-\tfrac13 d^4
=6x^2d^2-4xd^3+\tfrac23 d^4
=6d^2\left(x-\tfrac d3\right)^2\ge 0 .
\]

Multiplying by \(q_i\ge 0\) preserves the inequality, and summing over the levels yields

\[
F(E')\ \ge\ F(E)-4\,G(E)\,(E'-E)+\frac{\sum_i q_i}{3}\,(E'-E)^4 .
\]

In `linError_growth` the hypothesis `hq` is used at the same place: `h` says that the product of the charge and the two squares is nonnegative, and `nlinarith` compares the two sides level by level.

```lean
/-- For nonnegative charges, moving the linearization energy from `E` to `E'` changes the error by
at least the first-order term plus a quartic term proportional to the total charge. -/
theorem linError_growth (q ε : ι → ℝ) (hq : ∀ i, 0 ≤ q i) (E E' : ℝ) :
    linError q ε E - 4 * cubicMoment q ε E * (E' - E) + (∑ i, q i) / 3 * (E' - E) ^ 4
      ≤ linError q ε E' := by
  calc linError q ε E - 4 * cubicMoment q ε E * (E' - E) + (∑ i, q i) / 3 * (E' - E) ^ 4
      = ∑ i, (q i * (ε i - E) ^ 4 - 4 * (q i * (ε i - E) ^ 3) * (E' - E)
          + q i / 3 * (E' - E) ^ 4) := by
        simp only [linError, cubicMoment, Finset.sum_add_distrib, Finset.sum_sub_distrib,
          Finset.mul_sum, Finset.sum_mul, Finset.sum_div]
    _ ≤ linError q ε E' := by
        unfold linError
        apply Finset.sum_le_sum
        intro i _
        -- level by level, the difference of the two sides is six times this product
        have h := mul_nonneg (hq i) (mul_nonneg (sq_nonneg (E' - E))
          (sq_nonneg ((ε i - E) - (E' - E) / 3)))
        nlinarith [h]
```

If \(G(E)=0\), the linear term disappears and \(F(E')\ge F(E)\) for every \(E'\). The last term then bounds from below the cost of misplacing the linearization energy. Conversely, at a minimizer \(F'=-4G\) vanishes. The two directions of `minimizer_iff` follow these two arguments.

```lean
/-- For nonnegative charges, a linearization energy minimizes the error globally exactly when the
cubic moment about it vanishes. -/
theorem minimizer_iff (q ε : ι → ℝ) (hq : ∀ i, 0 ≤ q i) (E : ℝ) :
    (∀ E', linError q ε E ≤ linError q ε E') ↔ cubicMoment q ε E = 0 := by
  constructor
  · intro h
    have hloc : IsLocalMin (linError q ε) E := Filter.Eventually.of_forall h
    have h0 := hloc.hasDerivAt_eq_zero (hasDerivAt_linError q ε E)
    linarith
  · intro h E'
    have hb := linError_growth q ε hq E E'
    rw [h] at hb
    have hp : 0 ≤ (∑ i, q i) / 3 * (E' - E) ^ 4 :=
      mul_nonneg (div_nonneg (Finset.sum_nonneg fun i _ => hq i) (by norm_num))
        (by positivity)
    linarith
```

With a negative charge the equivalence can fail. A single level with charge \(-1\) has \(F(E)=-(\varepsilon-E)^4\), and the zero of \(G\) is then a maximum.

## At least one level, and every charge positive

Physically, `[Nonempty ι]` says that there is a band to describe, and `∀ i, 0 < q i` says that every listed level has some weight in the channel.

By hand, both conditions are used for uniqueness. If \(E<E'\), then \(\varepsilon_i-E'<\varepsilon_i-E\) for each \(i\). The cube is strictly increasing, so multiplying by \(q_i>0\) and summing over at least one level gives \(G(E')<G(E)\). A strictly decreasing function has at most one zero. In the proof, `Odd.strictMono_pow` supplies the cube, `hq` keeps the inequality strict, and `sum_lt_sum_of_nonempty` needs the level.

```lean
/-- For positive charges the cubic moment decreases strictly with the linearization energy. -/
theorem cubicMoment_strictAnti [Nonempty ι] (q ε : ι → ℝ) (hq : ∀ i, 0 < q i) :
    StrictAnti (cubicMoment q ε) := by
  intro E E' h
  unfold cubicMoment
  apply Finset.sum_lt_sum_of_nonempty univ_nonempty
  intro i _
  have h3 : (ε i - E') ^ 3 < (ε i - E) ^ 3 :=
    Odd.strictMono_pow (⟨1, by norm_num⟩ : Odd 3) (by linarith)
  exact mul_lt_mul_of_pos_left h3 (hq i)
```

Existence comes from the ends of the band. At the lowest level every term of \(G\) is nonnegative, and at the highest every term is nonpositive. Since \(G\) is continuous, the intermediate value theorem gives a zero \(E_0\) with

\[
\min_i\varepsilon_i\le E_0\le\max_i\varepsilon_i .
\]

The theorem below states that such an `E₀` exists and that two conditions on an energy `E` are each equivalent to `E = E₀`: that the cubic moment vanishes at `E`, and that `E` minimizes the error over all real energies. Its proof finds the sign change in `h1` and `h2`, takes the zero from `intermediate_value_Icc'`, and gets uniqueness from strict monotonicity. `minimizer_iff` then carries the result from zeros to minimizers.

```lean
/-- For positive charges there is an energy between the lowest and the highest level that is
both the only zero of the cubic moment and the only minimizer of the linearization error. -/
theorem optimal_linearization_energy [Nonempty ι] (q ε : ι → ℝ) (hq : ∀ i, 0 < q i) :
    ∃ E₀, bandBottom ε ≤ E₀ ∧ E₀ ≤ bandTop ε ∧
      (∀ E, cubicMoment q ε E = 0 ↔ E = E₀) ∧
      (∀ E, (∀ E', linError q ε E ≤ linError q ε E') ↔ E = E₀) := by
  have hb : ∀ i, bandBottom ε ≤ ε i := fun i => Finset.inf'_le ε (mem_univ i)
  have ht : ∀ i, ε i ≤ bandTop ε := fun i => Finset.le_sup' ε (mem_univ i)
  have hle : bandBottom ε ≤ bandTop ε :=
    (hb (Classical.arbitrary ι)).trans (ht (Classical.arbitrary ι))
  have hc : Continuous (cubicMoment q ε) := by
    change Continuous (fun E : ℝ => ∑ i, q i * (ε i - E) ^ 3)
    fun_prop
  -- the cubic moment changes sign across the band
  have h1 : 0 ≤ cubicMoment q ε (bandBottom ε) :=
    Finset.sum_nonneg fun i _ => mul_nonneg (hq i).le (pow_nonneg (sub_nonneg.2 (hb i)) 3)
  have h2 : cubicMoment q ε (bandTop ε) ≤ 0 := by
    apply Finset.sum_nonpos
    intro i _
    have h := mul_nonneg (hq i).le (pow_nonneg (sub_nonneg.2 (ht i)) 3)
    linarith
  obtain ⟨E₀, hE, h0⟩ := intermediate_value_Icc' hle hc.continuousOn ⟨h2, h1⟩
  have hroot : ∀ E, cubicMoment q ε E = 0 ↔ E = E₀ := fun E =>
    ⟨fun h => (cubicMoment_strictAnti q ε hq).injective (h.trans h0.symm),
      fun h => by rw [h]; exact h0⟩
  exact ⟨E₀, hE.1, hE.2, hroot,
    fun E => (minimizer_iff q ε (fun i => (hq i).le) E).trans (hroot E)⟩
```

With no levels, or with all charges zero, \(F\) is identically zero and every energy is a minimizer. If only some charges vanish, those levels contribute nothing to \(F\), and the theorem can be applied to the remaining ones.

## Two levels that differ

The hypothesis `ε j ≠ ε k` says that the band has a nonzero width. It sharpens the location: \(E_0\) then lies strictly between the lowest and the highest level.

By hand, suppose that \(G(E)=0\) with \(E\le\min_i\varepsilon_i\). All terms \(q_i(\varepsilon_i-E)^3\) are nonnegative and their sum is zero, so each term is zero. Because \(q_i>0\), every level equals \(E\), which contradicts the presence of two different levels. The upper end is treated in the same way with the signs reversed. In Lean, `hne` records that the terms cannot all vanish, which is where `hjk` is used, and each half assumes the contrary and contradicts `hne`.

```lean
/-- If all charges are positive and two levels differ, a zero of the cubic moment lies strictly
between the lowest and the highest level. -/
theorem root_strictly_inside [Nonempty ι] (q ε : ι → ℝ) (hq : ∀ i, 0 < q i) {j k : ι}
    (hjk : ε j ≠ ε k) {E : ℝ} (h0 : cubicMoment q ε E = 0) :
    bandBottom ε < E ∧ E < bandTop ε := by
  -- the terms of the moment cannot all vanish
  have hne : ¬ ∀ i ∈ (univ : Finset ι), q i * (ε i - E) ^ 3 = 0 := by
    intro h
    have he : ∀ i, ε i = E := fun i => sub_eq_zero.1 ((pow_eq_zero_iff three_ne_zero).1
      ((mul_eq_zero.1 (h i (mem_univ i))).resolve_left (hq i).ne'))
    exact hjk ((he j).trans (he k).symm)
  constructor
  · by_contra hcon
    refine hne ((Finset.sum_eq_zero_iff_of_nonneg ?_).1 h0)
    intro i _
    have hb : bandBottom ε ≤ ε i := Finset.inf'_le ε (mem_univ i)
    exact mul_nonneg (hq i).le (pow_nonneg (by linarith) 3)
  · by_contra hcon
    refine hne ((Finset.sum_eq_zero_iff_of_nonpos ?_).1 h0)
    intro i _
    have ht : ε i ≤ bandTop ε := Finset.le_sup' ε (mem_univ i)
    have h := mul_nonneg (hq i).le (pow_nonneg (show 0 ≤ E - ε i by linarith) 3)
    linarith
```

If all levels coincide, the band shrinks to a point and \(E_0\) is that point. Positive charges matter here too: levels 0 and 1 with charges 1 and 0 have their minimizer at 0, on the edge of the band.

## Two levels with charges written as cubes

Every positive charge has a positive cube root, so writing two charges as \(a^3\) and \(b^3\) with \(a,b>0\) restricts nothing physically. It makes the zero of \(G\) explicit. From

\[
a^3(\varepsilon_1-E)^3=-b^3(\varepsilon_2-E)^3
\]

real cube roots give \(a(\varepsilon_1-E)=-b(\varepsilon_2-E)\), and therefore

\[
E=\frac{a\varepsilon_1+b\varepsilon_2}{a+b}.
\]

The levels are thus weighted with the cube roots of their charges, which pulls the optimum less strongly towards the heavier level than the band centre. The Lean proof checks the formula instead of solving for it: `e1` and `e2` compute the distances of the two levels from the proposed energy, `h0` shows that the cubic moment vanishes there, and strict monotonicity excludes any other zero. The positivity of `a` and `b` gives positive charges and a nonzero denominator.

```lean
/-- For two levels with charges `a ^ 3` and `b ^ 3`, where `a` and `b` are positive, the only
minimizer of the error is the mean of the levels weighted with `a` and `b`, the cube roots of the
charges. -/
theorem two_level_minimizer {a b : ℝ} (ha : 0 < a) (hb : 0 < b) (ε₁ ε₂ E : ℝ) :
    (∀ E', linError ![a ^ 3, b ^ 3] ![ε₁, ε₂] E ≤ linError ![a ^ 3, b ^ 3] ![ε₁, ε₂] E') ↔
      E = (a * ε₁ + b * ε₂) / (a + b) := by
  have hq : ∀ i, 0 < (![a ^ 3, b ^ 3] : Fin 2 → ℝ) i :=
    Fin.forall_fin_two.2 ⟨pow_pos ha 3, pow_pos hb 3⟩
  have hab : a + b ≠ 0 := (add_pos ha hb).ne'
  have e1 : ε₁ - (a * ε₁ + b * ε₂) / (a + b) = b * ((ε₁ - ε₂) / (a + b)) := by
    field_simp
    ring
  have e2 : ε₂ - (a * ε₁ + b * ε₂) / (a + b) = -a * ((ε₁ - ε₂) / (a + b)) := by
    field_simp
    ring
  have hG : ∀ x, cubicMoment ![a ^ 3, b ^ 3] ![ε₁, ε₂] x
      = a ^ 3 * (ε₁ - x) ^ 3 + b ^ 3 * (ε₂ - x) ^ 3 := by
    intro x
    simp [cubicMoment, Fin.sum_univ_two]
  have h0 : cubicMoment ![a ^ 3, b ^ 3] ![ε₁, ε₂] ((a * ε₁ + b * ε₂) / (a + b)) = 0 := by
    rw [hG, e1, e2]
    ring
  rw [minimizer_iff _ _ (fun i => (hq i).le)]
  exact ⟨fun h => (cubicMoment_strictAnti _ _ hq).injective (h.trans h0.symm),
    fun h => by rw [h]; exact h0⟩
```

Without positivity the optimum can leave the band. Levels 0 and 1 with charges 8 and \(-1\), that is \(a=2\) and \(b=-1\), put the formula's energy at \(-1\).

For levels 0 and 1 with charges 1 and 8, the cube roots are 1 and 2, so the minimizer is \(2/3\), while the band centre is \(8/9\). Direct evaluation gives \(F(2/3)=8/27\) and \(F(8/9)=152/243\), so in this example the model error at the band centre is about twice the minimum.

```lean
/-- For levels 0 and 1 with charges 1 and 8, the only minimizer of the error is 2/3, while
the band centre is 8/9. -/
theorem minimizer_not_bandCentre :
    (∀ E, (∀ E', linError ![1, 8] ![0, 1] E ≤ linError ![1, 8] ![0, 1] E') ↔ E = 2 / 3) ∧
      bandCentre ![1, 8] ![0, 1] = 8 / 9 := by
  constructor
  · intro E
    have h := two_level_minimizer (a := 1) (b := 2) one_pos two_pos 0 1 E
    have e1 : (![1 ^ 3, 2 ^ 3] : Fin 2 → ℝ) = ![1, 8] := by norm_num
    have e2 : ((1 : ℝ) * 0 + 2 * 1) / (1 + 2) = 2 / 3 := by norm_num
    rw [e1, e2] at h
    exact h
  · norm_num [bandCentre, Fin.sum_univ_two]

end

end LinearizationEnergy
```

```lean
#print axioms LinearizationEnergy.optimal_linearization_energy
#print axioms LinearizationEnergy.root_strictly_inside
#print axioms LinearizationEnergy.minimizer_not_bandCentre
```

```
'LinearizationEnergy.optimal_linearization_energy' depends on axioms: [propext, Classical.choice, Quot.sound]
'LinearizationEnergy.root_strictly_inside' depends on axioms: [propext, Classical.choice, Quot.sound]
'LinearizationEnergy.minimizer_not_bandCentre' depends on axioms: [propext, Classical.choice, Quot.sound]
```
